# For one set of singly occupied orthogonal orbitals, valence-bond matrix elements of a spin-free two-body Hamiltonian reduce to direct and pair-exchange terms

Six electrons occupy six mutually orthogonal orbitals, one each, and I want the Hamiltonian matrix between different spin couplings. Antisymmetrisation brings in 720 permutations, yet the usual formula keeps the identity and 15 pair exchanges. The interaction can change the states of two electrons at once. Why doesn't it rescue a cyclic permutation of three?

## The third electron still gives a zero overlap

Let $\Phi=\prod_i\varphi_i(x_i)$, let $T_1,T_2$ be spin functions, and let

$$H=\sum_i h(i)+\tfrac12\sum_{i\ne j}g(i,j),\qquad \Psi_a=\frac1{\sqrt{N!}}\sum_P\varepsilon_P\,(P\Phi)(PT_a),$$

where $h$ and $g$ act on positions only, $P$ runs over the permutations of the particles and $\varepsilon_P$ is its sign. Then

$$\langle\Psi_1,H\Psi_2\rangle=\frac1{N!}\sum_{P,Q}\varepsilon_P\varepsilon_Q\langle P\Phi,HQ\Phi\rangle\langle PT_1,QT_2\rangle .$$

Permuting the particles only reorders the terms of $H$, so $HP=PH$. Put $Q=PR$. Since $P$ preserves inner products and $\varepsilon_P\varepsilon_{PR}=\varepsilon_R$, each $P$ contributes equally, leaving

$$\sum_R\varepsilon_R\langle\Phi,HR\Phi\rangle\langle T_1,RT_2\rangle .$$

Take the term $g(i,j)$. If $R$ is neither the identity nor a transposition, it moves some particle $k$ outside $\{i,j\}$. The operator leaves $x_k$ alone, so summing over $x_k$ gives the factor $\langle\varphi_k,\varphi_{R^{-1}k}\rangle=0$. The same holds for $h(i)$. In a three-cycle, $g$ reaches two of the electrons and the third gives the zero. Transpositions $P_{ij}$ have sign $-1$, hence

$$\langle\Psi_1,H\Psi_2\rangle=\langle\Phi,H\Phi\rangle\langle T_1,T_2\rangle-\sum_{i<j}\langle\Phi,HP_{ij}\Phi\rangle\langle T_1,P_{ij}T_2\rangle .$$

For $H=1$, every $R\ne1$ gives zero. With normalised orbitals $\langle\Phi,\Phi\rangle=\prod_i\langle\varphi_i,\varphi_i\rangle=1$, so $\langle\Psi_1,\Psi_2\rangle=\langle T_1,T_2\rangle$.

These two formulas supply the Hamiltonian and overlap matrices of a valence-bond calculation restricted to one set of singly occupied orthogonal orbitals, without ionic configurations.

In the Lean file, `valence_bond_element` is the first formula and `valence_bond_overlap` the second. The first assumes only orthogonality (`hφ`); the second assumes orthonormality. Positions form a finite set `X`, such as a grid, and spin labels a finite set `S`; passing to continuous space is a separate step. The kernels `h` and `g` are arbitrary, and `T₁`, `T₂` need be neither spin eigenfunctions nor normalised. `braket` is conjugate-linear in its first argument, `spinFree` lets $H$ act at fixed spins, and `permute p f` is $f(x\circ p)$, which puts particle $p(i)$ in orbital $i$.

```lean
import Mathlib

open Function (update)
open Equiv (swap)
open scoped ComplexConjugate

namespace ValenceBondOrthogonal

noncomputable section

variable {N : ℕ} {X S : Type*} [Fintype X] [Fintype S]

/-- The inner product of two complex functions on a finite set of coordinates. -/
def braket {A : Type*} [Fintype A] (f g : A → ℂ) : ℂ := ∑ a, conj (f a) * g a

/-- A permutation acts on an `N`-particle function by permuting the particle coordinates. -/
def permute {Y : Type*} (p : Equiv.Perm (Fin N)) (f : (Fin N → Y) → ℂ) :
    (Fin N → Y) → ℂ := fun x => f (x ∘ p)

/-- The sign of a permutation as a complex number. -/
def sgn (p : Equiv.Perm (Fin N)) : ℂ := ((Equiv.Perm.sign p : ℤ) : ℂ)

/-- The product of orbitals, with particle `i` in orbital `φ i`. -/
def orbitalProduct (φ : Fin N → X → ℂ) : (Fin N → X) → ℂ := fun x => ∏ i, φ i (x i)

/-- The one-body operator with kernel `h`, acting on particle `i`. -/
def oneBody (h : X → X → ℂ) (i : Fin N) :
    ((Fin N → X) → ℂ) →ₗ[ℂ] ((Fin N → X) → ℂ) where
  toFun f x := ∑ y, h (x i) y * f (update x i y)
  map_add' f g := by ext x; simp [mul_add, Finset.sum_add_distrib]
  map_smul' c f := by ext x; simp [Finset.mul_sum, mul_left_comm]

/-- The two-body operator with kernel `g`, acting on particles `i` and `j`. -/
def twoBody (g : X → X → X → X → ℂ) (i j : Fin N) :
    ((Fin N → X) → ℂ) →ₗ[ℂ] ((Fin N → X) → ℂ) where
  toFun f x := ∑ y, ∑ z, g (x i) (x j) y z * f (update (update x i y) j z)
  map_add' f g := by ext x; simp [mul_add, Finset.sum_add_distrib]
  map_smul' c f := by ext x; simp [Finset.mul_sum, mul_left_comm]

/-- The Hamiltonian: `h` summed over particles plus half of `g` summed over ordered pairs. -/
def hamiltonian (h : X → X → ℂ) (g : X → X → X → X → ℂ) :
    ((Fin N → X) → ℂ) →ₗ[ℂ] ((Fin N → X) → ℂ) :=
  ∑ i, oneBody h i + (1 / 2 : ℂ) • ∑ q : Fin N × Fin N with q.1 ≠ q.2, twoBody g q.1 q.2

/-- A spatial operator acting on a function of space and spin, leaving the spins alone. -/
def spinFree (H : ((Fin N → X) → ℂ) →ₗ[ℂ] ((Fin N → X) → ℂ))
    (Ψ : (Fin N → X) × (Fin N → S) → ℂ) : (Fin N → X) × (Fin N → S) → ℂ :=
  fun q => H (fun y => Ψ (y, q.2)) q.1

/-- The antisymmetrised product of a spatial function and a spin function,
with prefactor `1/√N!`. -/
def antisym (Φ : (Fin N → X) → ℂ) (T : (Fin N → S) → ℂ) :
    (Fin N → X) × (Fin N → S) → ℂ :=
  fun q => ((1 / Real.sqrt (N.factorial : ℝ) : ℝ) : ℂ) *
    ∑ p, sgn p * (permute p Φ q.1 * permute p T q.2)

/-- The Hamiltonian applied to a function, written as a sum over particles and pairs. -/
theorem hamiltonian_apply (h : X → X → ℂ) (g : X → X → X → X → ℂ)
    (f : (Fin N → X) → ℂ) (x : Fin N → X) :
    hamiltonian h g f x = ∑ i, oneBody h i f x +
      1 / 2 * ∑ q : Fin N × Fin N with q.1 ≠ q.2, twoBody g q.1 q.2 f x := by
  simp only [hamiltonian, LinearMap.add_apply, LinearMap.smul_apply, LinearMap.sum_apply,
    Pi.add_apply, Pi.smul_apply, Finset.sum_apply, smul_eq_mul]

/-- The Hamiltonian commutes with every permutation of the particles. -/
theorem hamiltonian_permute (h : X → X → ℂ) (g : X → X → X → X → ℂ)
    (p : Equiv.Perm (Fin N)) (f : (Fin N → X) → ℂ) :
    hamiltonian h g (permute p f) = permute p (hamiltonian h g f) := by
  funext x
  have h1 : ∀ i, oneBody h (p i) (permute p f) x = oneBody h i f (x ∘ p) := fun i => by
    change ∑ y, h (x (p i)) y * f (update x (p i) y ∘ p) =
      ∑ y, h (x (p i)) y * f (update (x ∘ p) i y)
    simp only [Function.update_comp_eq_of_injective _ p.injective]
  have h2 : ∀ i j, twoBody g (p i) (p j) (permute p f) x = twoBody g i j f (x ∘ p) :=
    fun i j => by
    change ∑ y, ∑ z, g (x (p i)) (x (p j)) y z * f (update (update x (p i) y) (p j) z ∘ p) =
      ∑ y, ∑ z, g (x (p i)) (x (p j)) y z * f (update (update (x ∘ p) i y) j z)
    simp only [Function.update_comp_eq_of_injective _ p.injective]
  change _ = hamiltonian h g f (x ∘ p)
  rw [hamiltonian_apply, hamiltonian_apply]
  congr 1
  · exact (Equiv.sum_comp p _).symm.trans (Finset.sum_congr rfl fun i _ => h1 i)
  · congr 1
    exact (Finset.sum_equiv (p.prodCongr p) (fun q => by simp)
      (fun q _ => (h2 q.1 q.2).symm)).symm

/-- For a linear spatial operator that commutes with all permutations, the matrix element between
antisymmetrised functions is a single signed sum over permutations. -/
theorem antisym_element (H : ((Fin N → X) → ℂ) →ₗ[ℂ] ((Fin N → X) → ℂ))
    (hH : ∀ p f, H (permute p f) = permute p (H f))
    (Φ : (Fin N → X) → ℂ) (T₁ T₂ : (Fin N → S) → ℂ) :
    braket (antisym Φ T₁) (spinFree H (antisym Φ T₂)) =
      ∑ p, sgn p * (braket Φ (H (permute p Φ)) * braket T₁ (permute p T₂)) := by
  obtain ⟨c, hc⟩ : ∃ c : ℂ, c = ((1 / Real.sqrt (N.factorial : ℝ) : ℝ) : ℂ) := ⟨_, rfl⟩
  have hconj : conj c = c := by rw [hc, Complex.conj_ofReal]
  have hnorm : c * c * (N.factorial : ℂ) = 1 := by
    have h0 : (N.factorial : ℝ) ≠ 0 := Nat.cast_ne_zero.2 N.factorial_ne_zero
    have h1 : 1 / Real.sqrt (N.factorial : ℝ) * (1 / Real.sqrt (N.factorial : ℝ)) *
        (N.factorial : ℝ) = 1 := by
      rw [div_mul_div_comm, Real.mul_self_sqrt (Nat.cast_nonneg _)]
      field_simp
    rw [hc]
    exact_mod_cast h1
  have hsgn : ∀ p : Equiv.Perm (Fin N), conj (sgn p) = sgn p := fun p => map_intCast _ _
  -- sesquilinearity: pull both antisymmetrisers out of the inner product
  have left : ∀ G, braket (antisym Φ T₁) G =
      c * ∑ p, sgn p * braket (fun q => permute p Φ q.1 * permute p T₁ q.2) G := fun G => by
    simp only [braket, antisym, ← hc, map_mul, map_sum, hconj, hsgn, Finset.mul_sum,
      Finset.sum_mul]
    rw [Finset.sum_comm]
    exact Finset.sum_congr rfl fun _ _ => Finset.sum_congr rfl fun _ _ => by ring
  have act : ∀ x s, H (fun y => antisym Φ T₂ (y, s)) x =
      c * ∑ p, sgn p * (H (permute p Φ) x * permute p T₂ s) := fun x s => by
    have e : (fun y => antisym Φ T₂ (y, s)) =
        c • ∑ p, (sgn p * permute p T₂ s) • permute p Φ := by
      funext y
      simp only [antisym, ← hc, Pi.smul_apply, Finset.sum_apply, smul_eq_mul]
      congr 1
      exact Finset.sum_congr rfl fun _ _ => by ring
    rw [e]
    simp only [map_smul, map_sum, Pi.smul_apply, Finset.sum_apply, smul_eq_mul]
    congr 1
    exact Finset.sum_congr rfl fun _ _ => by ring
  have right : ∀ F, braket F (spinFree H (antisym Φ T₂)) =
      c * ∑ p, sgn p * braket F (fun q => H (permute p Φ) q.1 * permute p T₂ q.2) :=
    fun F => by
    simp only [braket, spinFree, act, Finset.mul_sum]
    rw [Finset.sum_comm]
    exact Finset.sum_congr rfl fun _ _ => Finset.sum_congr rfl fun _ _ => by ring
  have split : ∀ (f f' : (Fin N → X) → ℂ) (t t' : (Fin N → S) → ℂ),
      braket (fun q : (Fin N → X) × (Fin N → S) => f q.1 * t q.2) (fun q => f' q.1 * t' q.2) =
        braket f f' * braket t t' := fun f f' t t' => by
    simp only [braket, Fintype.sum_prod_type, Finset.sum_mul_sum, map_mul]
    exact Finset.sum_congr rfl fun _ _ => Finset.sum_congr rfl fun _ _ => by ring
  -- every permutation on the left gives the same contribution
  have same : ∀ p, sgn p * (c * ∑ q, sgn q * (braket (permute p Φ) (H (permute q Φ)) *
      braket (permute p T₁) (permute q T₂))) =
      c * ∑ r, sgn r * (braket Φ (H (permute r Φ)) * braket T₁ (permute r T₂)) := fun p => by
    have hX : ∀ f g : (Fin N → X) → ℂ, braket (permute p f) (permute p g) = braket f g :=
      fun f g => (Equiv.arrowCongr p.symm (Equiv.refl X)).sum_comp fun x => conj (f x) * g x
    have hS : ∀ f g : (Fin N → S) → ℂ, braket (permute p f) (permute p g) = braket f g :=
      fun f g => (Equiv.arrowCongr p.symm (Equiv.refl S)).sum_comp fun x => conj (f x) * g x
    have hs : sgn p * sgn p = 1 := by
      rcases Int.units_eq_one_or (Equiv.Perm.sign p) with h | h <;> simp [sgn, h]
    rw [← Equiv.sum_comp (Equiv.mulLeft p)]
    simp only [Finset.mul_sum]
    refine Finset.sum_congr rfl fun r _ => ?_
    have e1 : permute (p * r) Φ = permute p (permute r Φ) := rfl
    have e2 : permute (p * r) T₂ = permute p (permute r T₂) := rfl
    have e3 : sgn (p * r) = sgn p * sgn r := by simp [sgn]
    rw [Equiv.coe_mulLeft, e1, e2, e3, hH, hX, hS]
    linear_combination
      (c * sgn r * (braket Φ (H (permute r Φ)) * braket T₁ (permute r T₂))) * hs
  rw [left]
  simp only [right, split, same, Finset.sum_const, Finset.card_univ, Fintype.card_perm,
    Fintype.card_fin, nsmul_eq_mul]
  linear_combination
    (∑ r, sgn r * (braket Φ (H (permute r Φ)) * braket T₁ (permute r T₂))) * hnorm

/-- If two functions both factorise in the coordinate of particle `k`, and the two factors
are orthogonal, then the functions are orthogonal. -/
theorem braket_eq_zero_of_factor (k : Fin N) {f g : (Fin N → X) → ℂ} (a b : X → ℂ)
    (A B : (Fin N → X) → ℂ) (hf : ∀ x u, f (update x k u) = a u * A x)
    (hg : ∀ x u, g (update x k u) = b u * B x) (hab : braket a b = 0) : braket f g = 0 := by
  unfold braket
  rw [← (Equiv.funSplitAt k X).symm.sum_comp, Fintype.sum_prod_type_right]
  refine Finset.sum_eq_zero fun r _ => ?_
  rcases isEmpty_or_nonempty X with hX | ⟨⟨v⟩⟩
  · simp
  · -- integrate over the coordinate of particle k with the others held fixed
    have e : ∀ u, (Equiv.funSplitAt k X).symm (u, r) =
        update ((Equiv.funSplitAt k X).symm (v, r)) k u := fun u => by
      funext j
      by_cases hj : j = k
      · subst hj; simp
      · simp [hj]
    generalize (Equiv.funSplitAt k X).symm (v, r) = w at e
    calc _ = ∑ u, conj (A w) * B w * (conj (a u) * b u) :=
          Finset.sum_congr rfl fun u _ => by rw [e, hf, hg, map_mul]; ring
      _ = conj (A w) * B w * braket a b := by rw [braket, Finset.mul_sum]
      _ = 0 := by rw [hab, mul_zero]

omit [Fintype X] in
/-- In a permuted orbital product the coordinate of particle `k` enters only through
the orbital that the permutation assigns to it. -/
theorem permute_product_factor (φ : Fin N → X → ℂ) (p : Equiv.Perm (Fin N)) (k : Fin N) :
    ∃ B : (Fin N → X) → ℂ, ∀ x u,
      permute p (orbitalProduct φ) (update x k u) = φ (p.symm k) u * B x := by
  refine ⟨fun x => ∏ i ∈ Finset.univ.erase (p.symm k), φ i (x (p i)), fun x u => ?_⟩
  change ∏ i, φ i (update x k u (p i)) = _
  rw [← Finset.mul_prod_erase Finset.univ _ (Finset.mem_univ (p.symm k)),
    Equiv.apply_symm_apply, Function.update_self]
  congr 1
  refine Finset.prod_congr rfl fun i hi => ?_
  rw [Function.update_of_ne]
  intro h
  exact Finset.ne_of_mem_erase hi (by rw [← h, Equiv.symm_apply_apply])

/-- A permutation that fixes every particle other than `i` and `j` is the identity or the
interchange of `i` and `j`. -/
theorem eq_one_or_eq_swap (p : Equiv.Perm (Fin N)) (i j : Fin N)
    (h : ∀ k, k ≠ i → k ≠ j → p k = k) : p = 1 ∨ p = swap i j := by
  have hi : p i = i ∨ p i = j := by
    by_contra hc
    obtain ⟨h1, h2⟩ := not_or.mp hc
    exact h1 (p.injective (h _ h1 h2))
  have hj : p j = i ∨ p j = j := by
    by_contra hc
    obtain ⟨h1, h2⟩ := not_or.mp hc
    exact h2 (p.injective (h _ h1 h2))
  rcases hi with hi | hi
  · refine Or.inl (Equiv.ext fun k => ?_)
    change p k = k
    by_cases h1 : k = i
    · rw [h1, hi]
    by_cases h2 : k = j
    · rcases hj with hj | hj
      · exact absurd (h2.trans (p.injective (hj.trans hi.symm))) h1
      · rw [h2, hj]
    exact h k h1 h2
  · refine Or.inr (Equiv.ext fun k => ?_)
    by_cases h1 : k = i
    · rw [h1, Equiv.swap_apply_left, hi]
    by_cases h2 : k = j
    · rw [h2, Equiv.swap_apply_right]
      rcases hj with hj | hj
      · exact hj
      · exact hj.trans (p.injective (hj.trans hi.symm))
    rw [Equiv.swap_apply_of_ne_of_ne h1 h2, h k h1 h2]

/-- For mutually orthogonal orbitals, the Hamiltonian has no matrix element between the orbital
product and a permuted copy, unless the permutation is the identity or a transposition. -/
theorem element_eq_zero {φ : Fin N → X → ℂ} (hφ : ∀ i j, i ≠ j → braket (φ i) (φ j) = 0)
    (h : X → X → ℂ) (g : X → X → X → X → ℂ) (p : Equiv.Perm (Fin N))
    (hp : ∀ i j, p ≠ swap i j) :
    braket (orbitalProduct φ) (hamiltonian h g (permute p (orbitalProduct φ))) = 0 := by
  -- outside any pair i, j some particle k is moved
  have moved : ∀ i j, ∃ k, k ≠ i ∧ k ≠ j ∧ p k ≠ k := fun i j => by
    by_contra hc
    rcases eq_one_or_eq_swap p i j (fun k h1 h2 => by
      by_contra h3
      exact hc ⟨k, h1, h2, h3⟩) with h1 | h1
    · exact hp i i (h1.trans (Equiv.swap_self i).symm)
    · exact hp i j h1
  have orth : ∀ k, p k ≠ k → braket (φ k) (φ (p.symm k)) = 0 := fun k hk =>
    hφ _ _ fun e => hk ((Equiv.eq_symm_apply p).mp e)
  have one : ∀ i, braket (orbitalProduct φ)
      (oneBody h i (permute p (orbitalProduct φ))) = 0 := fun i => by
    obtain ⟨k, hi, -, hk⟩ := moved i i
    obtain ⟨A, hA⟩ := permute_product_factor φ 1 k
    obtain ⟨B, hB⟩ := permute_product_factor φ p k
    refine braket_eq_zero_of_factor k (φ k) (φ (p.symm k)) A
      (fun x => ∑ y, h (x i) y * B (update x i y)) hA (fun x u => ?_) (orth k hk)
    change ∑ y, h (update x k u i) y *
      permute p (orbitalProduct φ) (update (update x k u) i y) = _
    simp only [Function.update_of_ne hi.symm, Function.update_comm hi, hB, Finset.mul_sum]
    exact Finset.sum_congr rfl fun _ _ => by ring
  have two : ∀ i j, braket (orbitalProduct φ)
      (twoBody g i j (permute p (orbitalProduct φ))) = 0 := fun i j => by
    obtain ⟨k, hi, hj, hk⟩ := moved i j
    obtain ⟨A, hA⟩ := permute_product_factor φ 1 k
    obtain ⟨B, hB⟩ := permute_product_factor φ p k
    refine braket_eq_zero_of_factor k (φ k) (φ (p.symm k)) A
      (fun x => ∑ y, ∑ z, g (x i) (x j) y z * B (update (update x i y) j z)) hA
      (fun x u => ?_) (orth k hk)
    change ∑ y, ∑ z, g (update x k u i) (update x k u j) y z *
      permute p (orbitalProduct φ) (update (update (update x k u) i y) j z) = _
    simp only [Function.update_of_ne hi.symm, Function.update_of_ne hj.symm,
      Function.update_comm hi, Function.update_comm hj, hB, Finset.mul_sum]
    exact Finset.sum_congr rfl fun _ _ => Finset.sum_congr rfl fun _ _ => by ring
  have expand : ∀ F f : (Fin N → X) → ℂ, braket F (hamiltonian h g f) =
      ∑ i, braket F (oneBody h i f) +
        ∑ q : Fin N × Fin N with q.1 ≠ q.2, 1 / 2 * braket F (twoBody g q.1 q.2 f) :=
    fun F f => by
    simp only [braket, hamiltonian_apply, mul_add, Finset.sum_add_distrib, Finset.mul_sum]
    congr 1
    · exact Finset.sum_comm
    · rw [Finset.sum_comm]
      exact Finset.sum_congr rfl fun _ _ => Finset.sum_congr rfl fun _ _ => by ring
  rw [expand]
  simp only [one, two, mul_zero, Finset.sum_const_zero, add_zero]

/-- A sum over all permutations whose terms vanish except at the identity and the transpositions
reduces to the identity term plus a sum over pairs `i < j`. -/
theorem sum_perm_eq (F : Equiv.Perm (Fin N) → ℂ)
    (hF : ∀ p, p ≠ 1 → (∀ i j, p ≠ swap i j) → F p = 0) :
    ∑ p, F p = F 1 + ∑ q : Fin N × Fin N with q.1 < q.2, F (swap q.1 q.2) := by
  rw [← Finset.add_sum_erase Finset.univ F (Finset.mem_univ 1)]
  congr 1
  symm
  refine Finset.sum_of_injOn (fun q => swap q.1 q.2) ?_ ?_ ?_ (fun _ _ => rfl)
  · rintro ⟨a, b⟩ hab ⟨c, d⟩ hcd heq
    have hab' : a < b := by simpa using hab
    have hcd' : c < d := by simpa using hcd
    have h1 : swap a b a = swap c d a := DFunLike.congr_fun heq a
    rw [Equiv.swap_apply_left, Equiv.swap_apply_def] at h1
    split_ifs at h1 with h2 h3
    · exact Prod.ext h2 h1
    · exfalso; omega
    · exfalso; omega
  · intro q hq
    have hlt : q.1 < q.2 := by simpa using hq
    refine Finset.mem_coe.2 (Finset.mem_erase.2 ⟨fun h => ?_, Finset.mem_univ _⟩)
    have h' : swap q.1 q.2 q.1 = q.1 := DFunLike.congr_fun h q.1
    rw [Equiv.swap_apply_left] at h'
    exact hlt.ne h'.symm
  · intro p hp hnot
    refine hF p (Finset.ne_of_mem_erase hp) fun i j hij => ?_
    rcases lt_trichotomy i j with h | h | h
    · exact hnot ⟨(i, j), by simpa using h, hij.symm⟩
    · subst h
      exact Finset.ne_of_mem_erase hp (hij.trans (Equiv.swap_self i))
    · exact hnot ⟨(j, i), by simpa using h, (Equiv.swap_comm j i).trans hij.symm⟩

/-- For a product of mutually orthogonal orbitals, the Hamiltonian matrix element between two
antisymmetrised functions is the direct term minus one exchange term for each pair of particles. -/
theorem valence_bond_element {φ : Fin N → X → ℂ}
    (hφ : ∀ i j, i ≠ j → braket (φ i) (φ j) = 0)
    (h : X → X → ℂ) (g : X → X → X → X → ℂ) (T₁ T₂ : (Fin N → S) → ℂ) :
    braket (antisym (orbitalProduct φ) T₁)
        (spinFree (hamiltonian h g) (antisym (orbitalProduct φ) T₂)) =
      braket (orbitalProduct φ) (hamiltonian h g (orbitalProduct φ)) * braket T₁ T₂ -
      ∑ q : Fin N × Fin N with q.1 < q.2,
        braket (orbitalProduct φ) (hamiltonian h g (permute (swap q.1 q.2) (orbitalProduct φ))) *
          braket T₁ (permute (swap q.1 q.2) T₂) := by
  rw [antisym_element _ (hamiltonian_permute h g), sum_perm_eq, sub_eq_add_neg,
    ← Finset.sum_neg_distrib]
  · congr 1
    · change sgn 1 * (braket (orbitalProduct φ) (hamiltonian h g (orbitalProduct φ)) *
        braket T₁ T₂) = _
      simp [sgn]
    · refine Finset.sum_congr rfl fun q hq => ?_
      have hlt : q.1 < q.2 := by simpa using hq
      have hs : sgn (swap q.1 q.2) = -1 := by simp [sgn, Equiv.Perm.sign_swap hlt.ne]
      rw [hs, neg_one_mul]
  · intro p _ hp
    simp [element_eq_zero hφ h g p hp]

/-- For a product of orthonormal orbitals, the overlap of two antisymmetrised functions equals
the overlap of their spin functions. -/
theorem valence_bond_overlap {φ : Fin N → X → ℂ}
    (hφ : ∀ i j, braket (φ i) (φ j) = if i = j then 1 else 0) (T₁ T₂ : (Fin N → S) → ℂ) :
    braket (antisym (orbitalProduct φ) T₁) (antisym (orbitalProduct φ) T₂) = braket T₁ T₂ := by
  have hnorm : braket (orbitalProduct φ) (orbitalProduct φ) = 1 := by
    have e : braket (orbitalProduct φ) (orbitalProduct φ) = ∏ i, braket (φ i) (φ i) := by
      simp only [braket, orbitalProduct, map_prod, ← Finset.prod_mul_distrib]
      rw [Finset.prod_univ_sum, Fintype.piFinset_univ]
    rw [e]
    simp [hφ]
  -- the overlap is the matrix element of the identity operator
  change braket _ (spinFree LinearMap.id (antisym (orbitalProduct φ) T₂)) = _
  rw [antisym_element LinearMap.id (fun _ _ => rfl), Finset.sum_eq_single 1]
  · change sgn 1 * (braket (orbitalProduct φ) (orbitalProduct φ) * braket T₁ T₂) = _
    rw [hnorm]
    simp [sgn]
  · intro p _ hp
    obtain ⟨k, hk⟩ : ∃ k, p k ≠ k := by
      by_contra hc
      exact hp (Equiv.ext fun k => by
        by_contra h3
        exact hc ⟨k, h3⟩)
    obtain ⟨A, hA⟩ := permute_product_factor φ 1 k
    obtain ⟨B, hB⟩ := permute_product_factor φ p k
    have hne : k ≠ p.symm k := fun e => hk ((Equiv.eq_symm_apply p).mp e)
    have h0 : braket (orbitalProduct φ) (permute p (orbitalProduct φ)) = 0 :=
      braket_eq_zero_of_factor k (φ k) (φ (p.symm k)) A B hA hB (by rw [hφ, if_neg hne])
    rw [LinearMap.id_apply, h0, zero_mul, mul_zero]
  · intro h1
    exact absurd (Finset.mem_univ _) h1

end

end ValenceBondOrthogonal
```

```lean
#print axioms ValenceBondOrthogonal.valence_bond_element
#print axioms ValenceBondOrthogonal.valence_bond_overlap
```

```
'ValenceBondOrthogonal.valence_bond_element' depends on axioms: [propext, Classical.choice, Quot.sound]
'ValenceBondOrthogonal.valence_bond_overlap' depends on axioms: [propext, Classical.choice, Quot.sound]
```

`hamiltonian_permute` proves $HP=PH$ by reindexing the particle and pair sums. `antisym_element` collapses the double sum: its step `same` substitutes $Q=PR$, and `hnorm` cancels $N!$ against the prefactors.

`eq_one_or_eq_swap` shows that a permutation fixing everything outside $\{i,j\}$ is the identity or $P_{ij}$. `permute_product_factor` isolates the orbital carried by particle $k$, and `braket_eq_zero_of_factor` sums over its coordinate. `element_eq_zero` combines them: `moved` finds $k$, while `one` and `two` treat the one- and two-body terms.

`sum_perm_eq` then counts each transposition once, as a pair $i<j$, and `valence_bond_element` inserts the signs. The overlap proof applies `antisym_element` to the identity operator, where any moved particle suffices.
